# For positive semidefinite Q, the coupling-constant integral of tr[(1+λQ)⁻¹Q] − tr Q is ln det(1+Q) − tr Q

In the adiabatic-connection formula, the RPA correlation energy contains, at each imaginary frequency, an integral over the strength $\lambda$ of the electron–electron interaction, and here the response entering that integral is modelled by a single real symmetric positive semidefinite matrix $Q$. In terms of the non-interacting density response $\chi_0$ and the Coulomb interaction $v$, it stands for

$$Q=-v^{1/2}\chi_0(i\omega)\,v^{1/2}$$

in a finite real basis at one fixed frequency $\omega$. Positive semidefiniteness means that $\chi_0(i\omega)$ has no positive eigenvalue. For real orbitals filled in order of increasing energy, the reason is that each transition from an occupied to an empty orbital, with excitation energy $\Delta>0$, enters $\chi_0(i\omega)$ as the product of its real transition density with itself, times a factor proportional to $-\Delta/(\Delta^2+\omega^2)$. Symmetry and positive semidefiniteness are hypotheses here; constructing $Q$ from orbitals and verifying them is the step left to the physics.

Under this hypothesis,

$$\int_0^1\left(\operatorname{tr}\big[(1+\lambda Q)^{-1}Q\big]-\operatorname{tr}Q\right)d\lambda=\ln\det(1+Q)-\operatorname{tr}Q .$$

In a finite-basis RPA calculation, one determinant per frequency thus takes the place of a numerical quadrature over $\lambda$. The remaining frequency integral is not treated.

The finite type `n` labels the basis functions, and $Q$ has type `Matrix n n ℝ`.

```lean
import Mathlib

open Matrix Finset

namespace LogarithmicACFD

noncomputable section

variable {n : Type*} [Fintype n] [DecidableEq n]
```

## Dielectric matrix and interacting response

The symmetrised dielectric matrix at coupling $\lambda$, written `lam` in the code, is $1+\lambda Q$, where $1$ is the identity matrix.

```lean
/-- The symmetrised RPA dielectric matrix `1 + lam Q` at coupling strength `lam`. -/
def dielectric (Q : Matrix n n ℝ) (lam : ℝ) : Matrix n n ℝ := 1 + lam • Q
```

The interacting response is $X_\lambda=(1+\lambda Q)^{-1}Q$. The name `screened` refers to this density response, symmetrised and with its sign reversed like $Q$; it is not the screened interaction $W$.

```lean
/-- The screened response `(1 + lam Q)⁻¹ Q` at coupling strength `lam`, meaningful where the
dielectric matrix is invertible. -/
def screened (Q : Matrix n n ℝ) (lam : ℝ) : Matrix n n ℝ := (dielectric Q lam)⁻¹ * Q
```

## Reduction to independent modes

Let $q_i$ be mode strengths and let the columns of $U$ be the modes. The matrix they define is $U\,\mathrm{diag}(q)\,U^T$.

```lean
/-- The matrix `U diag(q) Uᵀ` with mode strengths `q` and the modes as columns of `U`. -/
def fromModes (U : Matrix n n ℝ) (q : n → ℝ) : Matrix n n ℝ := U * diagonal q * Uᵀ
```

Since $Q$ is real and symmetric, the spectral theorem gives $Q=U\,\mathrm{diag}(q)\,U^T$ with $UU^T=1$. Positive semidefiniteness gives $q_i\ge 0$. In Lean, `Q.PosSemidef` contains both the symmetry and the sign condition, and the proof takes $U$ and $q$ from Mathlib's eigenvectors and eigenvalues.

```lean
/-- A positive semidefinite response matrix is a sum over orthonormal modes with nonnegative
strengths. -/
theorem exists_modes {Q : Matrix n n ℝ} (hQ : Q.PosSemidef) :
    ∃ (U : Matrix n n ℝ) (q : n → ℝ), (∀ i, 0 ≤ q i) ∧ U * Uᵀ = 1 ∧ Q = fromModes U q := by
  have hs : ∀ M : Matrix n n ℝ, star M = Mᵀ :=
    fun M => conjTranspose_eq_transpose_of_trivial M
  refine ⟨hQ.isHermitian.eigenvectorUnitary, hQ.isHermitian.eigenvalues,
    hQ.eigenvalues_nonneg, ?_, ?_⟩
  · rw [← hs]
    exact mem_unitaryGroup_iff.mp hQ.isHermitian.eigenvectorUnitary.2
  · have h := hQ.isHermitian.spectral_theorem
    rw [Unitary.conjStarAlgAut_apply] at h
    rw [fromModes, ← hs]
    exact h
```

For square matrices $UU^T=1$ also implies $U^TU=1$, so the inner factors cancel in a product:

$$U\,\mathrm{diag}(a)\,U^TU\,\mathrm{diag}(b)\,U^T=U\,\mathrm{diag}(a_ib_i)\,U^T .$$

```lean
/-- Matrices sharing the same orthonormal modes multiply mode by mode. -/
theorem modes_mul {U : Matrix n n ℝ} (hU : U * Uᵀ = 1) (a b : n → ℝ) :
    fromModes U a * fromModes U b = fromModes U (fun i => a i * b i) := by
  have hU' : Uᵀ * U = 1 := mul_eq_one_comm.mp hU
  calc fromModes U a * fromModes U b
      = U * diagonal a * (Uᵀ * U) * diagonal b * Uᵀ := by
        simp only [fromModes, mul_assoc]
    _ = U * (diagonal a * diagonal b) * Uᵀ := by
        rw [hU', mul_one, mul_assoc U]
    _ = fromModes U (fun i => a i * b i) := by
        rw [diagonal_mul_diagonal, fromModes]
```

Cyclicity of the trace removes the modes in the same way:

$$\operatorname{tr}\big[U\,\mathrm{diag}(a)\,U^T\big]=\operatorname{tr}\big[U^TU\,\mathrm{diag}(a)\big]=\sum_i a_i .$$

```lean
/-- The trace is the sum of the strengths of the orthonormal modes. -/
theorem trace_modes {U : Matrix n n ℝ} (hU : U * Uᵀ = 1) (a : n → ℝ) :
    (fromModes U a).trace = ∑ i, a i := by
  have hU' : Uᵀ * U = 1 := mul_eq_one_comm.mp hU
  rw [fromModes, trace_mul_comm, ← mul_assoc, hU', one_mul, trace_diagonal]
```

Writing the identity as $UU^T$ shows that the dielectric matrix is diagonal in the same modes:

$$1+\lambda Q=U\,\mathrm{diag}(1+\lambda q_i)\,U^T .$$

```lean
/-- The dielectric matrix has the same orthonormal modes as the response, with strengths
`1 + lam q`. -/
theorem dielectric_modes {U : Matrix n n ℝ} (hU : U * Uᵀ = 1) (q : n → ℝ) (lam : ℝ) :
    dielectric (fromModes U q) lam = fromModes U (fun i => 1 + lam * q i) := by
  have hd : diagonal (fun i => 1 + lam * q i) = 1 + lam • diagonal q := by
    ext i j
    by_cases h : i = j
    · subst h
      simp
    · simp [h]
  simp only [dielectric, fromModes]
  rw [hd, mul_add, add_mul, mul_one, hU, Matrix.mul_smul, Matrix.smul_mul]
```

Because $\det U\,\det U^T=1$, its determinant is

$$\det(1+\lambda Q)=\prod_i(1+\lambda q_i).$$

```lean
/-- The determinant of the dielectric matrix is the product of `1 + lam q` over the orthonormal
modes. -/
theorem det_modes {U : Matrix n n ℝ} (hU : U * Uᵀ = 1) (q : n → ℝ) (lam : ℝ) :
    (dielectric (fromModes U q) lam).det = ∏ i, (1 + lam * q i) := by
  have h : U.det * Uᵀ.det = 1 := by rw [← det_mul, hU, det_one]
  rw [dielectric_modes hU, fromModes, det_mul, det_mul, det_diagonal]
  linear_combination (∏ i, (1 + lam * q i)) * h
```

If no factor $1+\lambda q_i$ vanishes, the inverse has strengths $1/(1+\lambda q_i)$. Multiplying by $Q$ and taking the trace gives

$$\operatorname{tr}X_\lambda=\sum_i\frac{q_i}{1+\lambda q_i}.$$

The proof first checks the proposed inverse by multiplication (`hinv`), then applies the product and trace rules.

```lean
/-- The trace of the screened response is the sum of `q / (1 + lam q)` over the orthonormal modes,
provided no `1 + lam q` vanishes. -/
theorem trace_screened_modes {U : Matrix n n ℝ} (hU : U * Uᵀ = 1) (q : n → ℝ) (lam : ℝ)
    (h0 : ∀ i, 1 + lam * q i ≠ 0) :
    (screened (fromModes U q) lam).trace = ∑ i, q i / (1 + lam * q i) := by
  -- the inverse dielectric matrix is obtained by inverting each mode
  have hinv : (dielectric (fromModes U q) lam)⁻¹
      = fromModes U (fun i => (1 + lam * q i)⁻¹) := by
    apply inv_eq_right_inv
    rw [dielectric_modes hU, modes_mul hU]
    simp only [mul_inv_cancel₀ (h0 _)]
    rw [fromModes, diagonal_one, mul_one, hU]
  rw [screened, hinv, modes_mul hU, trace_modes hU]
  exact sum_congr rfl fun i _ => by rw [div_eq_mul_inv, mul_comm]
```

## The response solves the RPA Dyson equation

Let $\chi_\lambda$ be the interacting density response at coupling $\lambda$, and put $X=-v^{1/2}\chi_\lambda v^{1/2}$, as was done for $Q$. The equation $\chi_\lambda=\chi_0+\lambda\chi_0v\chi_\lambda$ then becomes $X=Q-\lambda QX$, or equivalently

$$(1+\lambda Q)X=Q .$$

For $\lambda\ge0$ every factor $1+\lambda q_i$ is at least $1$, so the determinant is non-zero. Multiplication by the inverse gives $X=X_\lambda$, and substituting $X_\lambda$ back satisfies the equation. The equivalence in `dyson_iff` therefore states both that `screened Q lam` is a solution and that no other matrix is.

```lean
/-- For positive semidefinite `Q` and `lam ≥ 0`, the screened response is the one and only
solution `X` of the RPA Dyson equation `X = Q - lam Q X`. -/
theorem dyson_iff {Q : Matrix n n ℝ} (hQ : Q.PosSemidef) {lam : ℝ} (hl : 0 ≤ lam)
    (X : Matrix n n ℝ) : X = Q - lam • (Q * X) ↔ X = screened Q lam := by
  have hdet : IsUnit (dielectric Q lam).det := by
    obtain ⟨U, q, hq, hU, h⟩ := exists_modes hQ
    rw [h, det_modes hU, isUnit_iff_ne_zero]
    exact prod_ne_zero_iff.mpr fun i _ => by
      have := mul_nonneg hl (hq i)
      linarith
  have hmul : dielectric Q lam * X = X + lam • (Q * X) := by
    rw [dielectric, add_mul, one_mul, Matrix.smul_mul]
  rw [eq_sub_iff_add_eq, ← hmul]
  constructor
  · intro h
    calc X = (dielectric Q lam)⁻¹ * (dielectric Q lam * X) := by
          rw [← mul_assoc, nonsing_inv_mul _ hdet, one_mul]
      _ = screened Q lam := by rw [h, screened]
  · intro h
    rw [h, screened, ← mul_assoc, mul_nonsing_inv _ hdet, one_mul]
```

## Integrating over the coupling strength

For $\lambda\ge0$, the logarithm of the determinant splits into modes, and differentiation gives

$$\frac{d}{d\lambda}\ln\det(1+\lambda Q)=\frac{d}{d\lambda}\sum_i\ln(1+\lambda q_i)=\sum_i\frac{q_i}{1+\lambda q_i}=\operatorname{tr}X_\lambda .$$

The derivative is two-sided, so at $\lambda=0$ it also involves slightly negative couplings. There are finitely many modes, hence all factors remain positive in a common neighbourhood of $\lambda$. This is the role of `hev`; `hi` supplies the derivative of each logarithm.

```lean
/-- For positive semidefinite `Q` and `lam ≥ 0`, the derivative of `ln det(1 + lam Q)` with
respect to the coupling strength is the trace of the screened response. -/
theorem hasDerivAt_log_det {Q : Matrix n n ℝ} (hQ : Q.PosSemidef) {lam : ℝ} (hl : 0 ≤ lam) :
    HasDerivAt (fun t => Real.log (dielectric Q t).det) (screened Q lam).trace lam := by
  obtain ⟨U, q, hq, hU, rfl⟩ := exists_modes hQ
  have hpos : ∀ i, 0 < 1 + lam * q i := fun i => by
    have := mul_nonneg hl (hq i)
    linarith
  rw [trace_screened_modes hU q lam fun i => (hpos i).ne']
  -- differentiate the logarithm of each mode
  have hi : ∀ i ∈ (univ : Finset n),
      HasDerivAt (fun t : ℝ => Real.log (1 + t * q i)) (q i / (1 + lam * q i)) lam := by
    intro i _
    have h1 : HasDerivAt (fun t : ℝ => 1 + t * q i) (q i) lam := by
      simpa using ((hasDerivAt_id' lam).mul_const (q i)).const_add 1
    exact h1.log (hpos i).ne'
  -- near `lam` all factors stay positive, so the logarithm of the product splits
  have hev : ∀ᶠ t in nhds lam, ∀ i, 0 < 1 + t * q i := by
    refine Filter.eventually_all.mpr fun i => ?_
    have hc : Continuous (fun t : ℝ => 1 + t * q i) := by fun_prop
    exact hc.continuousAt.eventually (lt_mem_nhds (hpos i))
  refine (HasDerivAt.fun_sum hi).congr_of_eventuallyEq ?_
  filter_upwards [hev] with t ht
  rw [det_modes hU, Real.log_prod]
  exact fun i _ => (ht i).ne'
```

On $[0,1]$ the denominators do not vanish, so $\operatorname{tr}X_\lambda$ is continuous and integrable. The fundamental theorem of calculus gives

$$\int_0^1\operatorname{tr}X_\lambda\,d\lambda=\ln\det(1+Q)-\ln\det 1=\ln\det(1+Q),$$

and the constant $\operatorname{tr}Q$ integrates to itself. In the proof, `hc` is the continuity and `hd` the derivative at every point of the interval. The first term on the right-hand side of the theorem is the ordinary real logarithm of a determinant, which the RPA literature often writes as $\operatorname{Tr}\ln(1+Q)$.

```lean
/-- Analytic coupling-constant integration of the RPA response: for positive semidefinite `Q`,
the integral of `tr((1 + lam Q)⁻¹ Q) - tr Q` over `lam` from 0 to 1 is `ln det(1 + Q) - tr Q`. -/
theorem coupling_integral {Q : Matrix n n ℝ} (hQ : Q.PosSemidef) :
    ∫ lam in (0 : ℝ)..1, ((screened Q lam).trace - Q.trace)
      = Real.log (1 + Q).det - Q.trace := by
  -- the trace of the screened response is continuous on the integration range
  have hc : ContinuousOn (fun lam => (screened Q lam).trace) (Set.uIcc (0 : ℝ) 1) := by
    obtain ⟨U, q, hq, hU, rfl⟩ := exists_modes hQ
    rw [Set.uIcc_of_le zero_le_one]
    have h0 : ∀ x ∈ Set.Icc (0 : ℝ) 1, ∀ i, 1 + x * q i ≠ 0 := fun x hx i => by
      have := mul_nonneg hx.1 (hq i)
      linarith
    have hsum : ContinuousOn (fun x : ℝ => ∑ i, q i / (1 + x * q i)) (Set.Icc 0 1) :=
      continuousOn_finsetSum _ fun i _ =>
        ContinuousOn.div (by fun_prop) (by fun_prop) fun x hx => h0 x hx i
    exact hsum.congr fun x hx => trace_screened_modes hU q x (h0 x hx)
  have hd : ∀ x ∈ Set.uIcc (0 : ℝ) 1,
      HasDerivAt (fun t => Real.log (dielectric Q t).det) (screened Q x).trace x := by
    intro x hx
    rw [Set.uIcc_of_le zero_le_one] at hx
    exact hasDerivAt_log_det hQ hx.1
  rw [intervalIntegral.integral_sub hc.intervalIntegrable intervalIntegrable_const,
    intervalIntegral.integral_eq_sub_of_hasDerivAt hd hc.intervalIntegrable]
  simp [dielectric]
```

For a single mode, $Q$ is a number $q\ge0$ and the result reads

$$\int_0^1\left(\frac{q}{1+\lambda q}-q\right)d\lambda=\ln(1+q)-q=-\frac{q^2}{2}+O(q^3)\quad(q\to0).$$

## Sign and second-order bound

For $Q\neq0$ the integrated expression satisfies

$$-\tfrac12\operatorname{tr}Q^2\le\ln\det(1+Q)-\operatorname{tr}Q<0 .$$

With the positive prefactor $1/2\pi$ of the RPA energy formula, such a frequency contributes negatively to the correlation energy of the finite-basis model, by no more in magnitude than its second-order term.

For the lower bound, take $x\ge0$. First,

$$\frac{2x}{x+2}-\left(x-\frac{x^2}{2}\right)=\frac{x^3}{2(x+2)}\ge0 .$$

Next, $\ln(1+x)-2x/(x+2)$ vanishes at $x=0$ and has derivative $x^2/[(1+x)(x+2)^2]\ge0$. Together these give

$$x-\frac{x^2}{2}\le\frac{2x}{x+2}\le\ln(1+x).$$

Setting $x=q_i$ and summing over $i$ yields the bound, since $\operatorname{tr}Q^2=\sum_iq_i^2$. Lean takes the second inequality from Mathlib and proves the first after clearing the denominator.

For the upper bound, $\ln(1+x)\le x$, with strict inequality when $x>0$. A non-zero $Q$ has at least one $q_j>0$, so the sum is strictly smaller than $\operatorname{tr}Q$.

```lean
/-- For positive semidefinite `Q ≠ 0`, the logarithmic integrand `ln det(1 + Q) - tr Q` is
strictly negative and not below its second-order term `-tr(Q²)/2`. -/
theorem log_integrand_bounds {Q : Matrix n n ℝ} (hQ : Q.PosSemidef) (hne : Q ≠ 0) :
    -(Q * Q).trace / 2 ≤ Real.log (1 + Q).det - Q.trace ∧
      Real.log (1 + Q).det - Q.trace < 0 := by
  obtain ⟨U, q, hq, hU, rfl⟩ := exists_modes hQ
  have hlog : Real.log (1 + fromModes U q).det = ∑ i, Real.log (1 + q i) := by
    have h := det_modes hU q 1
    simp only [dielectric, one_smul, one_mul] at h
    rw [h, Real.log_prod]
    exact fun i _ => by linarith [hq i]
  rw [hlog, modes_mul hU, trace_modes hU q, trace_modes hU (fun i => q i * q i)]
  constructor
  · -- mode by mode, `x - x²/2 ≤ 2x/(x+2) ≤ ln(1+x)`
    have h : ∑ i, (q i - q i * q i / 2) ≤ ∑ i, Real.log (1 + q i) := by
      refine sum_le_sum fun i _ => le_trans ?_ (Real.le_log_one_add_of_nonneg (hq i))
      rw [le_div_iff₀ (by linarith [hq i])]
      nlinarith [pow_nonneg (hq i) 3]
    rw [sum_sub_distrib, ← sum_div] at h
    linarith
  · -- a nonzero response has a mode of nonzero strength, where `ln(1+x) < x`
    obtain ⟨j, hj⟩ : ∃ j, q j ≠ 0 := by
      by_contra hcon
      push Not at hcon
      have hz : q = 0 := funext hcon
      exact hne (by simp [fromModes, hz])
    have h : ∑ i, Real.log (1 + q i) < ∑ i, q i := by
      refine sum_lt_sum (fun i _ => ?_) ⟨j, mem_univ j, ?_⟩
      · linarith [Real.log_le_sub_one_of_pos (by linarith [hq i] : 0 < 1 + q i)]
      · have h1 : 1 + q j ≠ 1 := fun h => hj (by linarith)
        linarith [Real.log_lt_sub_one_of_pos (by linarith [hq j] : 0 < 1 + q j) h1]
    linarith

end

end LogarithmicACFD
```

```lean
#print axioms LogarithmicACFD.dyson_iff
#print axioms LogarithmicACFD.coupling_integral
#print axioms LogarithmicACFD.log_integrand_bounds
```

```
'LogarithmicACFD.dyson_iff' depends on axioms: [propext, Classical.choice, Quot.sound]
'LogarithmicACFD.coupling_integral' depends on axioms: [propext, Classical.choice, Quot.sound]
'LogarithmicACFD.log_integrand_bounds' depends on axioms: [propext, Classical.choice, Quot.sound]
```
